# Béri degeneracy: if a unitary scattering matrix has blocks a, b, b*, a*, its Andreev reflection probabilities strictly between 0 and 1 are at least doubly degenerate

## Particle–hole symmetry as a block form

An electron that reaches a superconductor at the Fermi energy can come back as an electron or as a hole. With several modes, the probabilities of the second process, called Andreev reflection, are the eigenvalues of a matrix, and the question is whether these can all differ from one another. Particle–hole symmetry restricts them. Here it is built into the shape of the scattering matrix and not derived from a Hamiltonian:

\[
S=\begin{pmatrix} a & b\\ b^* & a^*\end{pmatrix},\qquad S^\dagger S=SS^\dagger=1 .
\]

The \(N\times N\) block \(a\) reflects electrons as electrons, and \(b\) turns holes into electrons; textbooks often write \(r_{ee}\) and \(r_{eh}\). A star is entrywise complex conjugation. Unitarity says that no quasiparticle escapes into the superconductor or another lead. Charge does pass: each electron reflected as a hole adds a Cooper pair to the superconductor.

The number \(N\) counts spin projections separately. A spin-reduced basis in which the lower left block is \(-b^*\) is a different case, to which the result does not apply.

## Even-dimensional eigenspaces

Let \(M=aa^\dagger\), and let \(V_x\) be its eigenspace at the real number \(x\). For \(0<x<1\), \(\dim V_x\) is even. If \(x\) is an eigenvalue, the dimension is therefore at least two. The same lower bound holds for every eigenvalue \(R\) of \(bb^\dagger\) with \(0<R<1\); these eigenvalues are the Andreev reflection probabilities.

For non-interacting quasiparticles and a single normal lead, the zero-bias conductance at zero temperature is proportional to the sum of these probabilities, so each nontrivial value enters it at least twice.

## A partner for every mode

The blocks of \(SS^\dagger=1\) and \(S^\dagger S=1\) give

\[
aa^\dagger+bb^\dagger=1,\quad ab^T+ba^T=0,\quad a^\dagger a+b^Tb^*=1,
\]
\[
b^*b^T+a^*a^T=1,\quad b^\dagger b+a^Ta^*=1 .
\]

Put \(K=ab^T\). The second relation says \(K^T=-K\). Define the antilinear map \(Tv=Kv^*\). It preserves \(V_x\), because

\[
MK=a(a^\dagger a)b^T=a(1-b^Tb^*)b^T=ab^T(1-b^*b^T)=KM^*,
\]

and hence \(MTv=K(Mv)^*=x\,Tv\) for \(v\in V_x\). Applying \(T\) twice gives \(T^2v=KK^*v\), where

\[
KK^*=ab^Ta^*b^\dagger=-b(a^Ta^*)b^\dagger=-b(1-b^\dagger b)b^\dagger=-(1-M)M .
\]

So \(T^2v=-x(1-x)v\) on \(V_x\). The partner \(Tv\) is not normalised: its norm is \(\sqrt{x(1-x)}\) times that of \(v\). For \(0<x<1\), dividing \(T\) by this factor gives an antilinear map on \(V_x\) with square \(-1\), as in Kramers' argument, although no time-reversal symmetry has been assumed.

## Why the dimension is even

A number equals its own transpose, so

\[
v^\dagger Tw=v^\dagger Kw^*=w^\dagger K^Tv^*=-w^\dagger Tv .
\]

Take a basis \(e_1,\dots,e_d\) of \(V_x\) and set \(A_{ij}=e_i^\dagger Te_j\). Then \(A^T=-A\).

Suppose \(Ay=0\), and let \(u=\sum_j y_j^*e_j\). Antilinearity gives \(Tu=\sum_j y_jTe_j\), so \(e_i^\dagger Tu=0\) for every \(i\). Since \(Tu\) itself lies in \(V_x\), it is orthogonal to itself and vanishes. Then \(0=T^2u=-x(1-x)u\), so \(u=0\) and \(y=0\). Hence \(\det A\neq0\), and

\[
\det A=\det A^T=\det(-A)=(-1)^d\det A
\]

forces \(d\) to be even. An eigenvalue has \(d\ge1\), hence \(d\ge2\).

Finally, \(bb^\dagger=1-M\), so the eigenspace of \(bb^\dagger\) at \(R\) is \(V_{1-R}\), and the bound carries over.

## Single-channel junctions at the endpoints

With \(N=1\), the choice \(a=1\), \(b=0\) gives a unitary \(S\) and the nondegenerate eigenvalue \(x=1\). The choice \(a=0\), \(b=1\) does the same at \(x=0\). Neither strict inequality can therefore be relaxed to include its endpoint.

## The junction in Lean

The finite type `n` labels the \(N\) modes, and `n ⊕ n` labels electrons followed by holes. In the code `aᴴ` is \(a^\dagger\), `a.map star` is \(a^*\), and `star v ⬝ᵥ w` is \(v^\dagger w\). The hypothesis `h` places `scatteringMatrix a b` in the unitary group.

`channelSpace m p` is the eigenspace of \(mm^\dagger\) at \(p\); "channel" in this name means such an eigenspace, whereas "single-channel" and "two-channel" count the lead modes \(N\). `HasEigenvalue` says that this space is nonzero, and `Module.finrank ℂ` is its complex dimension. Taking `x` real loses nothing, since \(aa^\dagger\) is Hermitian.

The step left to physics is to show that a given junction, described by its Bogoliubov–de Gennes Hamiltonian, has a zero-energy scattering matrix of this form.

```lean
import Mathlib

open Matrix
open scoped ComplexOrder

namespace BeriDegeneracy

noncomputable section

variable {n : Type*} [Fintype n] [DecidableEq n]

/-- The zero-energy electron-hole scattering matrix `[[a, b], [conj b, conj a]]`: `a` reflects
electrons as electrons and `b` turns holes into electrons. -/
def scatteringMatrix (a b : Matrix n n ℂ) : Matrix (n ⊕ n) (n ⊕ n) ℂ :=
  fromBlocks a b (b.map star) (a.map star)

/-- The eigenspace of `m mᴴ` at the real number `p`, for any square matrix `m`. It is used below
with `m` a block of the scattering matrix. -/
def channelSpace (m : Matrix n n ℂ) (p : ℝ) : Submodule ℂ (n → ℂ) :=
  Module.End.eigenspace (Matrix.toLin' (m * mᴴ)) (p : ℂ)

/-- The antilinear map `v ↦ a bᵀ conj v`, which sends a mode to its partner. -/
def partner (a b : Matrix n n ℂ) (v : n → ℂ) : n → ℂ := (a * bᵀ) *ᵥ star v

/-- A mode lies in the channel space exactly when it solves the eigenvalue equation. -/
theorem mem_channelSpace (m : Matrix n n ℂ) (p : ℝ) (v : n → ℂ) :
    v ∈ channelSpace m p ↔ (m * mᴴ) *ᵥ v = (p : ℂ) • v := by
  rw [channelSpace, Module.End.mem_eigenspace_iff, Matrix.toLin'_apply]

/-- Unitarity of the scattering matrix, written out for its blocks. -/
theorem unitarity_relations {a b : Matrix n n ℂ}
    (h : scatteringMatrix a b ∈ unitaryGroup (n ⊕ n) ℂ) :
    a * aᴴ + b * bᴴ = 1 ∧ a * bᵀ + b * aᵀ = 0 ∧ aᴴ * a + bᵀ * b.map star = 1 ∧
      b.map star * bᵀ + a.map star * aᵀ = 1 ∧ bᴴ * b + aᵀ * a.map star = 1 := by
  have hc : ∀ m : Matrix n n ℂ, (m.map star)ᴴ = mᵀ := by
    intro m
    ext i j
    simp
  have h1 := mem_unitaryGroup_iff.mp h
  have h2 := mem_unitaryGroup_iff'.mp h
  rw [star_eq_conjTranspose, scatteringMatrix, fromBlocks_conjTranspose, fromBlocks_multiply,
    ← fromBlocks_one, fromBlocks_inj, hc, hc] at h1 h2
  exact ⟨h1.1, h1.2.1, h2.1, h1.2.2.2, h2.2.2.2⟩

/-- For a unitary scattering matrix, the partner of a mode in a channel space of `a` lies in the
same channel space. -/
theorem partner_mem {a b : Matrix n n ℂ}
    (h : scatteringMatrix a b ∈ unitaryGroup (n ⊕ n) ℂ) {x : ℝ} {v : n → ℂ}
    (hv : v ∈ channelSpace a x) : partner a b v ∈ channelSpace a x := by
  obtain ⟨-, -, h3, h4, -⟩ := unitarity_relations h
  rw [mem_channelSpace] at hv ⊢
  -- `a aᴴ` passes through `a bᵀ` and becomes its complex conjugate
  have hM : a * aᴴ * (a * bᵀ) = a * bᵀ * (a.map star * aᵀ) := by
    linear_combination (norm := noncomm_ring) a * h3 * bᵀ - a * bᵀ * h4
  have hs : (a.map star * aᵀ) *ᵥ star v = star ((a * aᴴ) *ᵥ v) := by
    ext i
    simp [Matrix.mulVec, dotProduct, Matrix.mul_apply]
  rw [partner, Matrix.mulVec_mulVec, hM, ← Matrix.mulVec_mulVec, hs, hv, star_smul,
    Matrix.mulVec_smul]
  simp

/-- Kramers-type relation: for a unitary scattering matrix, taking the partner twice multiplies
a mode of the channel space at `x` by `-x (1 - x)`. -/
theorem partner_partner {a b : Matrix n n ℂ}
    (h : scatteringMatrix a b ∈ unitaryGroup (n ⊕ n) ℂ) {x : ℝ} {v : n → ℂ}
    (hv : v ∈ channelSpace a x) :
    partner a b (partner a b v) = (-((x : ℂ) * (1 - x))) • v := by
  obtain ⟨h1, h2, -, -, h5⟩ := unitarity_relations h
  rw [mem_channelSpace] at hv
  have hM : a * bᵀ * (a.map star * bᴴ) = -((1 - a * aᴴ) * (a * aᴴ)) := by
    have e : a * bᵀ * (a.map star * bᴴ) = -(b * (aᵀ * a.map star) * bᴴ) := by
      rw [eq_neg_of_add_eq_zero_left h2]
      noncomm_ring
    rw [e, eq_sub_of_add_eq' h5, eq_sub_of_add_eq h1]
    noncomm_ring
  have hs : star ((a * bᵀ) *ᵥ star v) = (a.map star * bᴴ) *ᵥ v := by
    ext i
    simp [Matrix.mulVec, dotProduct, Matrix.mul_apply]
  rw [partner, partner, hs, Matrix.mulVec_mulVec, hM, Matrix.neg_mulVec,
    ← Matrix.mulVec_mulVec, hv, Matrix.mulVec_smul, Matrix.sub_mulVec, Matrix.one_mulVec, hv]
  module

/-- For a unitary scattering matrix, the overlap of one mode with the partner of another changes
sign when the two modes are exchanged. -/
theorem overlap_antisymm {a b : Matrix n n ℂ}
    (h : scatteringMatrix a b ∈ unitaryGroup (n ⊕ n) ℂ) (v w : n → ℂ) :
    star v ⬝ᵥ partner a b w = -(star w ⬝ᵥ partner a b v) := by
  have hT : (a * bᵀ)ᵀ = -(a * bᵀ) := by
    rw [transpose_mul, transpose_transpose]
    exact eq_neg_of_add_eq_zero_right (unitarity_relations h).2.1
  have key : star v ⬝ᵥ (a * bᵀ) *ᵥ star w = ((a * bᵀ)ᵀ *ᵥ star v) ⬝ᵥ star w := by
    rw [Matrix.dotProduct_mulVec, Matrix.mulVec_transpose]
  unfold partner
  rw [key, hT, Matrix.neg_mulVec, neg_dotProduct, dotProduct_comm]

/-- For a unitary scattering matrix and `0 < x < 1`, the eigenspace of `a aᴴ` at `x` has even
dimension. -/
theorem even_finrank_channelSpace {a b : Matrix n n ℂ}
    (h : scatteringMatrix a b ∈ unitaryGroup (n ⊕ n) ℂ) {x : ℝ} (h0 : 0 < x) (h1 : x < 1) :
    Even (Module.finrank ℂ (channelSpace a x)) := by
  let e := Module.finBasis ℂ (channelSpace a x)
  -- the antisymmetric matrix of overlaps between basis modes and partners
  let A : Matrix (Fin (Module.finrank ℂ (channelSpace a x)))
      (Fin (Module.finrank ℂ (channelSpace a x))) ℂ :=
    Matrix.of fun i j => star (e i : n → ℂ) ⬝ᵥ partner a b (e j)
  have hA : Aᵀ = -A := by
    ext i j
    exact overlap_antisymm h (e j) (e i)
  have hdet : A.det ≠ 0 := by
    intro hd
    obtain ⟨y, hy, hAy⟩ := Matrix.exists_mulVec_eq_zero_iff.mpr hd
    let u : channelSpace a x := ∑ j, star (y j) • e j
    have hsu : star (u : n → ℂ) = ∑ j, y j • star (e j : n → ℂ) := by
      simp [u, star_sum, star_smul]
    have hu : partner a b u = ∑ j, y j • partner a b (e j) := by
      change (a * bᵀ).mulVecLin (star (u : n → ℂ)) = _
      rw [hsu, map_sum]
      simp only [map_smul, Matrix.mulVecLin_apply, partner]
    have horth : ∀ i, star (e i : n → ℂ) ⬝ᵥ partner a b u = 0 := by
      intro i
      rw [← show (A *ᵥ y) i = 0 from congrFun hAy i, hu]
      simp only [A, Matrix.mulVec, dotProduct, Matrix.of_apply, Finset.sum_apply,
        Pi.smul_apply, smul_eq_mul, Finset.mul_sum, Finset.sum_mul]
      rw [Finset.sum_comm]
      exact Finset.sum_congr rfl fun j _ => Finset.sum_congr rfl fun k _ => by ring
    -- the partner of `u` is orthogonal to the whole channel space, hence to itself
    let L : channelSpace a x →ₗ[ℂ] ℂ :=
      { toFun := fun w => star (partner a b u) ⬝ᵥ (w : n → ℂ)
        map_add' := by intro v w; simp [dotProduct_add]
        map_smul' := by intro c w; simp [dotProduct_smul] }
    have hL : L = 0 := e.ext fun i => by
      change star (partner a b u) ⬝ᵥ (e i : n → ℂ) = 0
      rw [Matrix.star_dotProduct, horth i, star_zero]
    have hp : star (partner a b u) ⬝ᵥ partner a b u = 0 :=
      LinearMap.congr_fun hL ⟨partner a b u, partner_mem h u.2⟩
    have hpp := partner_partner h u.2
    rw [dotProduct_star_self_eq_zero.mp hp] at hpp
    have hc : -((x : ℂ) * (1 - x)) ≠ 0 := by
      have hr : -(x * (1 - x)) ≠ 0 := neg_ne_zero.mpr (mul_pos h0 (sub_pos.mpr h1)).ne'
      exact_mod_cast hr
    have hu0 : (u : n → ℂ) = 0 :=
      (smul_eq_zero.mp (hpp.symm.trans (by simp [partner]))).resolve_left hc
    have hy0 := Fintype.linearIndependent_iff.mp e.linearIndependent
      (fun j => star (y j)) (Subtype.ext hu0)
    exact hy (funext fun j => star_eq_zero.mp (hy0 j))
  -- an antisymmetric matrix of odd size would have zero determinant
  by_contra hodd
  have hd := congrArg Matrix.det hA
  rw [Matrix.det_transpose, Matrix.det_neg, Fintype.card_fin,
    (Nat.not_even_iff_odd.mp hodd).neg_one_pow] at hd
  exact hdet (by linear_combination hd / 2)

/-- Béri degeneracy: for a unitary scattering matrix, every eigenvalue `x` of `a aᴴ` with
`0 < x < 1` has an eigenspace of dimension at least two. -/
theorem beri_degeneracy {a b : Matrix n n ℂ}
    (h : scatteringMatrix a b ∈ unitaryGroup (n ⊕ n) ℂ) {x : ℝ} (h0 : 0 < x) (h1 : x < 1)
    (hx : Module.End.HasEigenvalue (Matrix.toLin' (a * aᴴ)) (x : ℂ)) :
    2 ≤ Module.finrank ℂ (channelSpace a x) := by
  have hpos : 1 ≤ Module.finrank ℂ (channelSpace a x) := Submodule.one_le_finrank_iff.mpr hx
  obtain ⟨k, hk⟩ := even_finrank_channelSpace h h0 h1
  omega

/-- For a unitary scattering matrix, every Andreev reflection probability `R` (eigenvalue of
`b bᴴ`) with `0 < R < 1` is at least doubly degenerate. -/
theorem andreev_degeneracy {a b : Matrix n n ℂ}
    (h : scatteringMatrix a b ∈ unitaryGroup (n ⊕ n) ℂ) {R : ℝ} (h0 : 0 < R) (h1 : R < 1)
    (hR : Module.End.HasEigenvalue (Matrix.toLin' (b * bᴴ)) (R : ℂ)) :
    2 ≤ Module.finrank ℂ (channelSpace b R) := by
  -- what is not Andreev reflected is normally reflected
  have heq : channelSpace b R = channelSpace a (1 - R) := by
    ext v
    rw [mem_channelSpace, mem_channelSpace, eq_sub_of_add_eq' (unitarity_relations h).1,
      Matrix.sub_mulVec, Matrix.one_mulVec]
    push_cast
    constructor <;> intro hv <;> linear_combination (norm := module) -hv
  have hb : channelSpace b R ≠ ⊥ := hR
  rw [heq] at hb ⊢
  exact beri_degeneracy h (by linarith) (by linarith) hb

/-- For real amplitudes with `c² + s² = 1`, the two-channel junction with `a = c` times the
identity and `b = [[0, s], [-s, 0]]` has a unitary scattering matrix, and `a aᴴ` is `c²` times
the identity. -/
theorem beri_degeneracy_witness (c s : ℝ) (h : c ^ 2 + s ^ 2 = 1) :
    scatteringMatrix !![(c : ℂ), 0; 0, (c : ℂ)] !![0, (s : ℂ); -(s : ℂ), 0]
      ∈ unitaryGroup (Fin 2 ⊕ Fin 2) ℂ ∧
    !![(c : ℂ), 0; 0, (c : ℂ)] * !![(c : ℂ), 0; 0, (c : ℂ)]ᴴ = ((c : ℂ) ^ 2) • 1 := by
  have hs : (s : ℂ) * s = 1 - c * c := by
    have hr : s * s = 1 - c * c := by linear_combination h
    exact_mod_cast hr
  constructor
  · rw [mem_unitaryGroup_iff]
    ext i j
    rcases i with i | i <;> rcases j with j | j <;> fin_cases i <;> fin_cases j <;>
      simp [scatteringMatrix, Matrix.mul_apply, Fin.sum_univ_succ, Matrix.star_apply, hs] <;> ring
  · ext i j
    fin_cases i <;> fin_cases j <;> simp [Matrix.mul_apply, Fin.sum_univ_succ] <;> ring

/-- Both strict inequalities in `beri_degeneracy` are needed: for single-channel junctions with
unitary scattering matrices, `a aᴴ` can have the nondegenerate eigenvalue `1` (for `a = 1`, `b = 0`)
or `0` (for `a = 0`, `b = 1`). -/
theorem endpoints_nondegenerate :
    (scatteringMatrix (1 : Matrix (Fin 1) (Fin 1) ℂ) 0 ∈ unitaryGroup (Fin 1 ⊕ Fin 1) ℂ ∧
      Module.finrank ℂ (channelSpace (1 : Matrix (Fin 1) (Fin 1) ℂ) 1) = 1) ∧
    (scatteringMatrix (0 : Matrix (Fin 1) (Fin 1) ℂ) 1 ∈ unitaryGroup (Fin 1 ⊕ Fin 1) ℂ ∧
      Module.finrank ℂ (channelSpace (0 : Matrix (Fin 1) (Fin 1) ℂ) 0) = 1) := by
  have t1 : channelSpace (1 : Matrix (Fin 1) (Fin 1) ℂ) 1 = ⊤ := by
    ext v
    simp [mem_channelSpace]
  have t0 : channelSpace (0 : Matrix (Fin 1) (Fin 1) ℂ) 0 = ⊤ := by
    ext v
    simp [mem_channelSpace]
  refine ⟨⟨?_, by rw [t1, finrank_top]; simp⟩, ⟨?_, by rw [t0, finrank_top]; simp⟩⟩ <;>
  · rw [mem_unitaryGroup_iff]
    ext i j
    rcases i with i | i <;> rcases j with j | j <;> fin_cases i <;> fin_cases j <;>
      simp [scatteringMatrix, Matrix.mul_apply, Matrix.star_apply]

end

end BeriDegeneracy
```

```lean
#print axioms BeriDegeneracy.andreev_degeneracy
#print axioms BeriDegeneracy.endpoints_nondegenerate
```

```
'BeriDegeneracy.andreev_degeneracy' depends on axioms: [propext, Classical.choice, Quot.sound]
'BeriDegeneracy.endpoints_nondegenerate' depends on axioms: [propext, Classical.choice, Quot.sound]
```

## From block relations to a determinant

`unitarity_relations` multiplies out the block matrices and compares blocks, which yields the five relations above. `partner_mem` proves \(MK=KM^*\) as `hM`, by a linear combination of two of them in noncommuting matrices, and then applies it to \(v^*\). In `partner_partner`, the auxiliary identity `e` is the exchange of \(ab^T\) for \(-ba^T\); the remaining substitutions give \(-(1-M)M\). `overlap_antisymm` moves \(K\) to the other side of the product as its transpose.

`even_finrank_channelSpace` builds the matrix `A`. If its determinant vanished, `Matrix.exists_mulVec_eq_zero_iff` would supply a nonzero `y` with \(Ay=0\). The linear functional `L`, which sends \(w\) to \((Tu)^\dagger w\), vanishes on the basis and so on all of \(V_x\), including \(Tu\). This gives \(Tu=0\), and `partner_partner` then gives \(u=0\). Linear independence of the basis contradicts the choice of `y`. The last lines compare determinants for odd dimension.

`beri_degeneracy` combines evenness with a dimension of at least one. `andreev_degeneracy` identifies the two eigenspaces in `heq` and applies that result at \(1-R\).

`beri_degeneracy_witness` checks a two-channel family entry by entry. At \(c=3/5\), \(s=4/5\) it has \(aa^\dagger=\tfrac{9}{25}\,1\), a nontrivial eigenvalue occurring twice. `endpoints_nondegenerate` verifies the two single-channel examples by showing that each eigenspace is the whole one-dimensional space.
